# A scissors shift D multiplies velocity elements across a gap w by 1 + D/w

In an independent-particle absorption calculation, the conduction levels are often raised by a constant energy D before the spectrum is computed. The velocity matrix elements at hand usually belong to the unshifted Hamiltonian. Before they are combined with the shifted energies, each element between a valence state and a conduction state, with unshifted energy difference w, has to be multiplied by 1 + D/w. For w > 0 and D > 0, leaving out this step makes the oscillator strength of every dipole-allowed transition between two such states too small by the factor (w/(w + D))². Both statements are derived here for Hamiltonians that are finite Hermitian matrices.

## From shifted energies to rescaled velocities

Let H be the Hermitian Hamiltonian, P the Hermitian projector onto the valence states, and X one Cartesian component of position. The scissors Hamiltonian is

H' = H + D(1 − P), with D real.

The constant D stands for the part of the gap that the original calculation misses, taken to be the same for all conduction states. Let v be a valence state and c a conduction state:

Hv = E_v v, Pv = v
Hc = E_c c, Pc = 0

and let w = E_c − E_v ≠ 0. The shift keeps both eigenvectors and moves only the upper energy:

H'v = E_v v + D(v − v) = E_v v
H'c = E_c c + D(c − 0) = (E_c + D) c

With ħ = 1 the velocity belonging to H is i[H, X] = i(HX − XH). Since H is Hermitian and E_c is real, H can act to the left on the bra, which gives

⟨c|HX|v⟩ = E_c ⟨c|X|v⟩
⟨c|XH|v⟩ = E_v ⟨c|X|v⟩

and therefore

⟨c|i[H, X]|v⟩ = i w ⟨c|X|v⟩.

H' is Hermitian too, because D is real and P is Hermitian. The same argument with the shifted energies gives

⟨c|i[H', X]|v⟩ = i(w + D) ⟨c|X|v⟩ = (1 + D/w) ⟨c|i[H, X]|v⟩.

For normalised states, the oscillator strength in atomic units is 2|⟨c|V|v⟩|² divided by the transition energy, where V is the velocity operator. Let w > 0 and D > 0. At the corrected transition energy w + D, the two velocities give

f_correct = 2(w + D)² |⟨c|X|v⟩|² / (w + D)
f_old = 2w² |⟨c|X|v⟩|² / (w + D)

so that

f_old = (w/(w + D))² f_correct.

If ⟨c|X|v⟩ ≠ 0, then f_old is strictly smaller.

The change can also be read off the operators:

i[H', X] = i[H, X] + iD(XP − PX).

In the position basis the extra term has the kernel iD(x − x')P(x, x'), which vanishes at x = x', so the term is nonlocal whenever it is not zero. It vanishes between valence states, because P² = P gives

P(XP − PX)P = PXP − PXP = 0.

## Two levels with numbers, and a case where the factor fails

Take levels at 0 and 1, with the lower one as valence space, a position matrix with ⟨c|X|v⟩ = 1, and D = 1/2. The old velocity element is i and the new one is 3i/2, in agreement with 1 + D/w = 3/2. At the corrected transition energy 3/2 the strengths are

f_correct = 2 · (9/4) / (3/2) = 3
f_old = 2 · 1 / (3/2) = 4/3

and their ratio is 4/9 = (2/3)². The numbers are chosen for easy arithmetic and do not describe a real electron: the unshifted strength is 2, whereas for one electron in a local potential the oscillator strengths from the lowest level add up to 1.

Now keep H, X, v, c and D, but let P be the identity, so that both levels count as valence. Every hypothesis except Pc = 0 still holds. But H' = H, and the velocity element stays at i instead of becoming 3i/2. Some condition on how P acts on c is therefore needed.

## Operators and strengths as matrices

In the Lean file, operators are complex matrices indexed by a finite type `n`, which plays the role of an orthonormal basis, and states are functions `n → ℂ`.

```lean
import Mathlib

open Matrix

namespace ScissorsVelocity

noncomputable section

variable {n : Type*} [Fintype n] [DecidableEq n]
```

The shift `D` is a real number, written `(D : ℂ)` where it multiplies a matrix. The definition itself accepts any matrix `P`; the properties of a projector enter as hypotheses where they are used.

```lean
/-- The scissors Hamiltonian `H + D (1 - P)`: everything outside the valence
projector `P` is shifted by the energy `D`. -/
def scissors (H P : Matrix n n ℂ) (D : ℝ) : Matrix n n ℂ :=
  H + (D : ℂ) • (1 - P)
```

The velocity is defined as a commutator and is not identified with the momentum.

```lean
/-- The velocity operator `i [H, X]` belonging to the Hamiltonian `H` and the
position operator `X`, with `ħ = 1`. -/
def velocity (H X : Matrix n n ℂ) : Matrix n n ℂ :=
  Complex.I • (H * X - X * H)
```

In a matrix element, `star c` is the complex-conjugated vector, so the bra stands on the left as in Dirac notation.

```lean
/-- The matrix element `⟨c| A |v⟩`. -/
def element (c : n → ℂ) (A : Matrix n n ℂ) (v : n → ℂ) : ℂ :=
  star c ⬝ᵥ (A *ᵥ v)
```

The strength takes the velocity operator and the transition energy as separate arguments. This makes it possible to write down the inconsistent combination of old velocity and new gap.

```lean
/-- The oscillator strength `2 |⟨c| V |v⟩|² / gap` in atomic units, for normalised
states, a velocity operator `V` and a nonzero transition energy `gap`. -/
def strength (c : n → ℂ) (V : Matrix n n ℂ) (v : n → ℂ) (gap : ℝ) : ℝ :=
  2 * Complex.normSq (element c V v) / gap
```

The theorems do not ask for normalised vectors. Rescaling `v` or `c` changes both sides of each comparison by the same factor, but `strength` is the physical oscillator strength only for normalised states.

## Eigenstates of the shifted Hamiltonian

The next two lemmas are the two lines for H'v and H'c. In each, `simp only` distributes the matrices over the vector and inserts the eigenvalue equations, and `module` does the remaining vector algebra.

```lean
/-- A valence eigenstate of `H` is an eigenstate of the scissors Hamiltonian with
the same energy. -/
theorem scissors_valence {H P : Matrix n n ℂ} {v : n → ℂ} {Ev : ℝ} (D : ℝ)
    (hv : H *ᵥ v = (Ev : ℂ) • v) (hPv : P *ᵥ v = v) :
    scissors H P D *ᵥ v = (Ev : ℂ) • v := by
  simp only [scissors, Matrix.add_mulVec, Matrix.smul_mulVec, Matrix.sub_mulVec,
    Matrix.one_mulVec, hv, hPv]
  module

/-- An eigenstate of `H` annihilated by `P` is an eigenstate of the scissors
Hamiltonian with its energy raised by `D`. -/
theorem scissors_conduction {H P : Matrix n n ℂ} {c : n → ℂ} {Ec : ℝ} (D : ℝ)
    (hc : H *ᵥ c = (Ec : ℂ) • c) (hPc : P *ᵥ c = 0) :
    scissors H P D *ᵥ c = ((Ec + D : ℝ) : ℂ) • c := by
  simp only [scissors, Matrix.add_mulVec, Matrix.smul_mulVec, Matrix.sub_mulVec,
    Matrix.one_mulVec, hc, hPc]
  push_cast
  module
```

Hermiticity of H' follows by taking the conjugate transpose term by term. That D is real enters through `Complex.conj_ofReal`.

```lean
omit [Fintype n] in
/-- The scissors Hamiltonian is Hermitian when `H` and `P` are. -/
theorem scissors_isHermitian {H P : Matrix n n ℂ} (D : ℝ)
    (hH : H.IsHermitian) (hP : P.IsHermitian) : (scissors H P D).IsHermitian := by
  unfold Matrix.IsHermitian
  simp only [scissors, Matrix.conjTranspose_add, Matrix.conjTranspose_smul,
    Matrix.conjTranspose_sub, Matrix.conjTranspose_one, hH.eq, hP.eq,
    Complex.star_def, Complex.conj_ofReal]
```

## Velocity elements from energy differences

This lemma is the relation ⟨c|i[H, X]|v⟩ = i w ⟨c|X|v⟩, with `a` and `b` for the energies of `v` and `c`. The step `hbra` turns the eigenvalue equation for c into one for the bra, and `hleft` uses it to evaluate ⟨c|HX|v⟩. After the commutator has been expanded, `ring` collects the two terms. X may be any matrix, Hermitian or not.

```lean
omit [DecidableEq n] in
/-- Between eigenstates of a Hermitian `H`, the velocity matrix element is `i` times
the energy difference times the position matrix element. -/
theorem element_velocity {H : Matrix n n ℂ} (X : Matrix n n ℂ) {v c : n → ℂ}
    {a b : ℝ} (hH : H.IsHermitian)
    (hv : H *ᵥ v = (a : ℂ) • v) (hc : H *ᵥ c = (b : ℂ) • c) :
    element c (velocity H X) v = Complex.I * ((b : ℂ) - a) * element c X v := by
  -- the Hermitian operator acts to the left on the bra
  have hbra : star c ᵥ* H = (b : ℂ) • star c := by
    have h := Matrix.star_mulVec H c
    rw [hH.eq, hc] at h
    rw [← h]
    simp [star_smul]
  have hleft : star c ⬝ᵥ (H *ᵥ (X *ᵥ v)) = (b : ℂ) * (star c ⬝ᵥ (X *ᵥ v)) := by
    rw [Matrix.dotProduct_mulVec, hbra, smul_dotProduct, smul_eq_mul]
  simp only [element, velocity, Matrix.smul_mulVec, Matrix.sub_mulVec,
    ← Matrix.mulVec_mulVec, hv, Matrix.mulVec_smul, dotProduct_smul,
    dotProduct_sub, smul_eq_mul]
  rw [hleft]
  ring
```

The squared modulus follows from |i|² = 1 and the fact that the energies are real.

```lean
omit [DecidableEq n] in
/-- Between eigenstates of a Hermitian `H`, the squared modulus of the velocity
element is the squared energy difference times that of the position element. -/
theorem normSq_element_velocity {H : Matrix n n ℂ} (X : Matrix n n ℂ) {v c : n → ℂ}
    {a b : ℝ} (hH : H.IsHermitian)
    (hv : H *ᵥ v = (a : ℂ) • v) (hc : H *ᵥ c = (b : ℂ) • c) :
    Complex.normSq (element c (velocity H X) v)
      = (b - a) ^ 2 * Complex.normSq (element c X v) := by
  rw [element_velocity X hH hv hc, Complex.normSq_mul, Complex.normSq_mul,
    Complex.normSq_I, ← Complex.ofReal_sub, Complex.normSq_ofReal]
  ring
```

## The factor 1 + D/w

The main theorem assumes that H and P are Hermitian, that v and c are eigenstates with Pv = v and Pc = 0, and that `Ec ≠ Ev`. It requires neither P² = P nor that P commutes with H, since the conditions on v and c already supply what the derivation uses. The sign of D is free.

The proof applies the previous relation once to H' and once to H. The auxiliary equation `e` says (1 + D/w) w = w + D, and `linear_combination` multiplies it by the common factor containing the dipole element.

```lean
/-- Scissors correction of velocity matrix elements: for Hermitian `H` and `P`, and
eigenstates `v` (with `P v = v`) and `c` (with `P c = 0`) of different energies, the
shift `D` multiplies the velocity element by `1 + D / (Ec - Ev)`. -/
theorem scissors_velocity_element {H P : Matrix n n ℂ} (X : Matrix n n ℂ)
    {v c : n → ℂ} {Ev Ec : ℝ} (D : ℝ) (hH : H.IsHermitian) (hP : P.IsHermitian)
    (hv : H *ᵥ v = (Ev : ℂ) • v) (hPv : P *ᵥ v = v)
    (hc : H *ᵥ c = (Ec : ℂ) • c) (hPc : P *ᵥ c = 0) (hgap : Ec ≠ Ev) :
    element c (velocity (scissors H P D) X) v
      = (1 + (D : ℂ) / ((Ec : ℂ) - Ev)) * element c (velocity H X) v := by
  have hw : (Ec : ℂ) - Ev ≠ 0 := sub_ne_zero.mpr (by exact_mod_cast hgap)
  have e : (1 + (D : ℂ) / ((Ec : ℂ) - Ev)) * ((Ec : ℂ) - Ev) = (Ec : ℂ) - Ev + D := by
    rw [add_mul, one_mul, div_mul_cancel₀ _ hw]
  rw [element_velocity X (scissors_isHermitian D hH hP) (scissors_valence D hv hPv)
    (scissors_conduction D hc hPc), element_velocity X hH hv hc]
  push_cast
  linear_combination (-(Complex.I * element c X v)) * e
```

## The underestimated oscillator strength

Here the gap and the shift are positive and the dipole element is nonzero. The conclusion has two parts: the exact ratio, with w + D written as `Ec + D - Ev`, and the strict inequality.

Both strengths are first expressed through |⟨c|X|v⟩|². Then `field_simp` settles the ratio. For the inequality, `nlinarith` proves w² < (w + D)² from the positivity of Dw and D². Multiplying by the positive |⟨c|X|v⟩|² and dividing by the positive transition energy finishes the comparison.

```lean
/-- For Hermitian `H` and `P`, a positive gap, a positive shift `D` and a dipole-allowed transition
between eigenstates of `H`, from `v` (`P v = v`) to `c` (`P c = 0`), the old velocity with the
corrected gap gives `(w / (w + D))²` times the correct oscillator strength, where `w = Ec - Ev`, and
so underestimates it. -/
theorem old_velocity_underestimates {H P X : Matrix n n ℂ}
    {v c : n → ℂ} {Ev Ec D : ℝ} (hH : H.IsHermitian) (hP : P.IsHermitian)
    (hv : H *ᵥ v = (Ev : ℂ) • v) (hPv : P *ᵥ v = v)
    (hc : H *ᵥ c = (Ec : ℂ) • c) (hPc : P *ᵥ c = 0)
    (hgap : Ev < Ec) (hD : 0 < D) (hX : element c X v ≠ 0) :
    strength c (velocity H X) v (Ec + D - Ev)
        = ((Ec - Ev) / (Ec + D - Ev)) ^ 2
          * strength c (velocity (scissors H P D) X) v (Ec + D - Ev) ∧
      strength c (velocity H X) v (Ec + D - Ev)
        < strength c (velocity (scissors H P D) X) v (Ec + D - Ev) := by
  have hw : 0 < Ec - Ev := sub_pos.mpr hgap
  have hg : 0 < Ec + D - Ev := by linarith
  have hg0 : Ec + D - Ev ≠ 0 := hg.ne'
  have hN : 0 < Complex.normSq (element c X v) := Complex.normSq_pos.mpr hX
  unfold strength
  rw [normSq_element_velocity X hH hv hc,
    normSq_element_velocity X (scissors_isHermitian D hH hP)
      (scissors_valence D hv hPv) (scissors_conduction D hc hPc)]
  constructor
  · field_simp
  · -- the squared gap grows under the shift
    have hsq : (Ec - Ev) ^ 2 < (Ec + D - Ev) ^ 2 := by
      nlinarith [mul_pos hD hw, mul_pos hD hD]
    have hmul := mul_lt_mul_of_pos_right hsq hN
    exact (div_lt_div_iff_of_pos_right hg).mpr (by linarith)
```

The theorem compares two strengths within the same model. It does not say how well a constant D describes a given material, and it includes neither electron–hole interaction nor the position operator of an infinite periodic crystal.

## The nonlocal term in the velocity

The operator identity holds for arbitrary matrices H, P and X. The proof expands the products and lets `module` compare the terms.

```lean
/-- As an operator, the scissors shift adds the term `i D [X, P]` to the velocity. -/
theorem velocity_scissors (H P X : Matrix n n ℂ) (D : ℝ) :
    velocity (scissors H P D) X
      = velocity H X + (Complex.I * (D : ℂ)) • (X * P - P * X) := by
  simp only [velocity, scissors, add_mul, mul_add, smul_mul_assoc, mul_smul_comm,
    sub_mul, mul_sub, one_mul, mul_one]
  module
```

For a continuum Hamiltonian p²/2 + V(x), the commutator i[H, X] is the momentum p; the extra term is what separates the velocity of H' from p.

The valence block is the one place where P² = P is assumed. The `calc` block rewrites P(XP − PX)P so that P² appears in both terms, which then cancel.

```lean
/-- For idempotent `P`, the scissors shift leaves the velocity within the valence
space unchanged. -/
theorem valence_block_unchanged {P : Matrix n n ℂ} (H X : Matrix n n ℂ) (D : ℝ)
    (hP : P * P = P) :
    P * velocity (scissors H P D) X * P = P * velocity H X * P := by
  have h : P * (X * P - P * X) * P = 0 := by
    calc P * (X * P - P * X) * P = P * X * (P * P) - (P * P) * X * P := by
          noncomm_ring
      _ = 0 := by rw [hP, sub_self]
  rw [velocity_scissors, mul_add, add_mul, mul_smul_comm, smul_mul_assoc, h,
    smul_zero, add_zero]
```

## A system that satisfies the assumptions

The last theorem verifies the conditions on H, P, X, v and c for the two-level system of the numerical example. Its energies are 0 and 1, so the gap is positive, and any D > 0 completes the hypotheses of the strength comparison. The proof checks the matrices and vectors entry by entry.

```lean
/-- A two-level system with energies 0 and 1, the lower level as valence space and
a position operator coupling the levels meets the hypotheses on `H`, `P`, `X`, `v`, `c`. -/
theorem two_level_witness :
    let H : Matrix (Fin 2) (Fin 2) ℂ := !![0, 0; 0, 1]
    let P : Matrix (Fin 2) (Fin 2) ℂ := !![1, 0; 0, 0]
    let X : Matrix (Fin 2) (Fin 2) ℂ := !![0, 1; 1, 0]
    let v : Fin 2 → ℂ := ![1, 0]
    let c : Fin 2 → ℂ := ![0, 1]
    H.IsHermitian ∧ P.IsHermitian ∧ P * P = P ∧
      H *ᵥ v = ((0 : ℝ) : ℂ) • v ∧ P *ᵥ v = v ∧
      H *ᵥ c = ((1 : ℝ) : ℂ) • c ∧ P *ᵥ c = 0 ∧ element c X v ≠ 0 := by
  intro H P X v c
  refine ⟨Matrix.IsHermitian.ext fun i j => ?_, Matrix.IsHermitian.ext fun i j => ?_,
    ?_, ?_, ?_, ?_, ?_, ?_⟩
  · fin_cases i <;> fin_cases j <;> simp [H]
  · fin_cases i <;> fin_cases j <;> simp [P]
  · ext i j
    fin_cases i <;> fin_cases j <;> simp [P, Matrix.mul_apply, Fin.sum_univ_two]
  · ext i
    fin_cases i <;> simp [H, v, Matrix.mulVec, dotProduct, Fin.sum_univ_two]
  · ext i
    fin_cases i <;> simp [P, v, Matrix.mulVec, dotProduct, Fin.sum_univ_two]
  · ext i
    fin_cases i <;> simp [H, c, Matrix.mulVec, dotProduct, Fin.sum_univ_two]
  · ext i
    fin_cases i <;> simp [P, c, Matrix.mulVec, dotProduct, Fin.sum_univ_two]
  · simp [element, X, v, c, Matrix.mulVec, dotProduct, Fin.sum_univ_two]

end

end ScissorsVelocity
```

```lean
#print axioms ScissorsVelocity.scissors_velocity_element
-- 'ScissorsVelocity.scissors_velocity_element' depends on axioms: [propext, Classical.choice, Quot.sound]
#print axioms ScissorsVelocity.old_velocity_underestimates
-- 'ScissorsVelocity.old_velocity_underestimates' depends on axioms: [propext, Classical.choice, Quot.sound]
#print axioms ScissorsVelocity.valence_block_unchanged
-- 'ScissorsVelocity.valence_block_unchanged' depends on axioms: [propext, Classical.choice, Quot.sound]
```
